# Simulated tempering on finite sets: Boltzmann sampling at each level, reversible level redraws, and the condition for equal level populations

Run simulated tempering with all level weights set to zero, and each temperature is visited in proportion to its partition function. If $\ln Z$ differs by 20 between two levels, one of them is visited about $5\times10^8$ times as often as the other, and a run of ordinary length may never see the second. Even the preferred level is then partly an accident, because shifting the zero of energy by $c$ multiplies $Z_k$ by $e^{-\beta_k c}$. Two questions follow: which weights level the populations, and do the configurations recorded at a given temperature still follow the Boltzmann law there, whatever the weights?

Let $X$ be the set of configurations and $K$ the set of temperature levels, with energy $U(x)$, inverse temperatures $\beta_k$ and dimensionless weights $g_k$. Both sets are finite here. The step from this model to a molecular simulation is the passage from sums over $X$ to integrals over continuous coordinates, with every $Z_k$ finite.

In Lean 4 with Mathlib:

```lean
import Mathlib

open Finset

namespace SimulatedTempering

noncomputable section

variable {X K : Type*} [Fintype X] [Fintype K]
```

## The joint law of configuration and level

At a single inverse temperature $b$ the configurational partition function is
$$Z(b)=\sum_x e^{-bU(x)} .$$
In the code `b` is one number, while `β` is the whole list of inverse temperatures, a function on `K`. Write $Z_k=Z(\beta_k)$.

```lean
/-- The partition function `Z(b) = ∑ₓ exp(-b U(x))` at inverse temperature `b`. -/
def partitionFn (b : ℝ) (U : X → ℝ) : ℝ := ∑ x, Real.exp (-b * U x)
```

The Boltzmann law is $\pi_b(x)=e^{-bU(x)}/Z(b)$, and $\pi_k$ stands for $\pi_{\beta_k}$. It is the target against which the conditional law will be compared.

```lean
/-- The Boltzmann law at inverse temperature `b`, on a nonempty configuration space. -/
def boltzmann (b : ℝ) (U : X → ℝ) (x : X) : ℝ := Real.exp (-b * U x) / partitionFn b U
```

Simulated tempering gives the pair $(x,k)$ the unnormalised weight
$$w(x,k)=e^{-\beta_kU(x)+g_k}.$$
The sign convention matters when comparing with other sources: here a larger $g_k$ favours level $k$.

```lean
/-- The unnormalised weight `exp(-βₖ U(x) + gₖ)` of configuration `x` at level `k`. -/
def weight (β g : K → ℝ) (U : X → ℝ) (x : X) (k : K) : ℝ := Real.exp (-β k * U x + g k)
```

The normalising constant is $W=\sum_x\sum_k w(x,k)$.

```lean
/-- The sum of the weights over all configurations and levels. -/
def totalWeight (β g : K → ℝ) (U : X → ℝ) : ℝ := ∑ x, ∑ k, weight β g U x k
```

The joint law is therefore $p(x,k)=w(x,k)/W$.

```lean
/-- The joint law of configuration and level, for nonempty sets of both. -/
def joint (β g : K → ℝ) (U : X → ℝ) (x : X) (k : K) : ℝ :=
  weight β g U x k / totalWeight β g U
```

The population of level $k$ is the marginal $P_k=\sum_x p(x,k)$. It is defined as this sum, so its relation to $Z_k$ remains to be derived.

```lean
/-- The population of level `k`: the joint law summed over configurations. -/
def levelMarginal (β g : K → ℝ) (U : X → ℝ) (k : K) : ℝ := ∑ x, joint β g U x k
```

Likewise, the conditional probability of a level at fixed configuration is a ratio of joint to marginal,
$$p(k\mid x)=\frac{p(x,k)}{\sum_l p(x,l)} .$$

```lean
/-- The conditional probability of level `k` given configuration `x`, for nonempty sets of
configurations and levels. -/
def levelConditional (β g : K → ℝ) (U : X → ℝ) (x : X) (k : K) : ℝ :=
  joint β g U x k / ∑ l, joint β g U x l
```

The level move keeps $x$ and draws a new level from this conditional law. As a transition probability from $s=(x,k)$ to $t=(y,l)$ it reads
$$R(s,t)=\begin{cases}p(l\mid x) & y=x,\\ 0 & y\ne x.\end{cases}$$
In `resample` the first state is the old one and the second is the new one; `s.1` is the configuration and `s.2` the level.

```lean
/-- The transition probability from `s` to `t` when the configuration is kept and the level is
redrawn from its conditional law. -/
def resample [DecidableEq X] (β g : K → ℝ) (U : X → ℝ) (s t : X × K) : ℝ :=
  if t.1 = s.1 then levelConditional β g U s.1 t.2 else 0
```

The divisions below need positive denominators. A sum of exponentials over a nonempty set is positive, which settles $Z(b)>0$.

```lean
/-- The partition function of a nonempty configuration space is positive. -/
theorem partitionFn_pos [Nonempty X] (b : ℝ) (U : X → ℝ) : 0 < partitionFn b U :=
  Finset.sum_pos (fun _ _ => Real.exp_pos _) univ_nonempty
```

The same argument, applied to the inner and then the outer sum, gives $W>0$.

```lean
/-- The total weight is positive when there is at least one configuration and one level. -/
theorem totalWeight_pos [Nonempty X] [Nonempty K] (β g : K → ℝ) (U : X → ℝ) :
    0 < totalWeight β g U :=
  Finset.sum_pos (fun _ _ => Finset.sum_pos (fun _ _ => Real.exp_pos _) univ_nonempty)
    univ_nonempty
```

## Each level carries its own Boltzmann law

Sum the weight over configurations and take out the factor that does not depend on $x$:
$$\sum_x e^{-\beta_kU(x)+g_k}=e^{g_k}\sum_x e^{-\beta_kU(x)}=e^{g_k}Z_k,
\qquad\text{so}\qquad P_k=\frac{e^{g_k}Z_k}{W}.$$
The intermediate fact `hS` is the first equation; dividing by $W$ gives the second.

```lean
/-- The population of level `k` is `exp(gₖ) Z(βₖ)` divided by the total weight. -/
theorem levelMarginal_eq (β g : K → ℝ) (U : X → ℝ) (k : K) :
    levelMarginal β g U k = Real.exp (g k) * partitionFn (β k) U / totalWeight β g U := by
  have hS : ∑ x, weight β g U x k = Real.exp (g k) * partitionFn (β k) U := by
    rw [partitionFn, Finset.mul_sum]
    refine Finset.sum_congr rfl fun x _ => ?_
    rw [weight, Real.exp_add]
    exact mul_comm _ _
  unfold levelMarginal joint
  rw [← Finset.sum_div, hS]
```

Now divide the joint law by this marginal:
$$\frac{p(x,k)}{P_k}=\frac{e^{-\beta_kU(x)}e^{g_k}/W}{e^{g_k}Z_k/W}=\frac{e^{-\beta_kU(x)}}{Z_k}=\pi_k(x).$$
The left side is the conditional law of $x$ given $k$, and the theorem states the equality for every choice of $g$. Poorly chosen weights change how often a level is visited, but not the equilibrium law of the configurations found there. The proof cancels $W$ first and $e^{g_k}$ second.

```lean
/-- Given the level `k`, the configuration follows the Boltzmann law at `βₖ`. -/
theorem configuration_given_level (β g : K → ℝ) (U : X → ℝ) (x : X) (k : K) :
    joint β g U x k / levelMarginal β g U k = boltzmann (β k) U x := by
  have : Nonempty X := ⟨x⟩
  have : Nonempty K := ⟨k⟩
  rw [levelMarginal_eq]
  unfold joint boltzmann
  -- the total weight cancels first, then the factor exp(gₖ)
  rw [div_div_div_cancel_right₀ (totalWeight_pos β g U).ne']
  unfold weight
  rw [Real.exp_add, mul_comm (Real.exp (g k)), mul_div_mul_right _ _ (Real.exp_ne_zero _)]
```

## Redrawing the level is reversible

In the other conditional law only $W$ cancels, and the weights stay:
$$p(k\mid x)=\frac{e^{-\beta_kU(x)+g_k}}{\sum_l e^{-\beta_lU(x)+g_l}} .$$
This formula is all that the redraw requires. It contains the current energy, the inverse temperatures and the weights, but no partition function.

```lean
/-- Given the configuration `x`, level `k` has probability proportional to
`exp(-βₖ U(x) + gₖ)`, normalised over the levels. -/
theorem level_given_configuration (β g : K → ℝ) (U : X → ℝ) (x : X) (k : K) :
    levelConditional β g U x k =
      Real.exp (-β k * U x + g k) / ∑ l, Real.exp (-β l * U x + g l) := by
  have : Nonempty X := ⟨x⟩
  have : Nonempty K := ⟨k⟩
  unfold levelConditional joint
  rw [← Finset.sum_div]
  exact div_div_div_cancel_right₀ (totalWeight_pos β g U).ne' _ _
```

Two properties make the redraw a valid equilibrium move. First, its probabilities sum to one. Only states with unchanged configuration contribute, so
$$\sum_t R(s,t)=\sum_l p(l\mid x)=1 .$$
Second, it obeys detailed balance. For $y=x$,
$$p(x,k)\,p(l\mid x)=\frac{p(x,k)\,p(x,l)}{\sum_m p(x,m)},$$
which is unchanged when $k$ and $l$ are exchanged. For $y\neq x$ both sides of the balance equation vanish.

The theorem is the conjunction of these two properties. For the first, `Finset.sum_eq_single` picks out the unchanged configuration, and `h1` is the normalisation of $p(l\mid x)$. For the second, `by_cases` separates $y=x$ from $y\ne x$, and `ring` confirms the symmetry.

```lean
/-- Redrawing the level at fixed configuration has transition probabilities that sum to one,
and it satisfies detailed balance with respect to the joint law. -/
theorem resample_reversible [DecidableEq X] (β g : K → ℝ) (U : X → ℝ) :
    (∀ s, ∑ t, resample β g U s t = 1) ∧
    ∀ s t, joint β g U s.1 s.2 * resample β g U s t =
      joint β g U t.1 t.2 * resample β g U t s := by
  constructor
  · rintro ⟨x, k⟩
    have : Nonempty X := ⟨x⟩
    have : Nonempty K := ⟨k⟩
    have h1 : ∑ l, levelConditional β g U x l = 1 := by
      unfold levelConditional
      rw [← Finset.sum_div]
      exact div_self (Finset.sum_pos
        (fun l _ => div_pos (Real.exp_pos _) (totalWeight_pos β g U)) univ_nonempty).ne'
    -- only the unchanged configuration contributes
    rw [Fintype.sum_prod_type, Finset.sum_eq_single x]
    · simpa [resample] using h1
    · intro y _ hy
      simp [resample, hy]
    · intro hx
      exact absurd (Finset.mem_univ x) hx
  · rintro ⟨x, k⟩ ⟨y, l⟩
    by_cases h : y = x
    · subst h
      simp only [resample, levelConditional, ↓reduceIte]
      ring
    · simp [resample, h, Ne.symm h]
```

## A full sweep preserves the joint law

A practical sweep also moves the configuration. Let $T_k(x,y)$ be the transition probability from $x$ to $y$ used at level $k$, and suppose that it leaves the Boltzmann law of that level stationary:
$$\sum_x\pi_k(x)\,T_k(x,y)=\pi_k(y).$$
This condition, `hT` in the code, stands for a correctly built constant-temperature sampler, such as a Metropolis move with the right acceptance rule. It is assumed for each level, and detailed balance of $T_k$ is not required.

Since $p(x,k)=\pi_k(x)P_k$, the configuration move preserves the joint law:
$$\sum_x p(x,k)\,T_k(x,y)=P_k\sum_x\pi_k(x)\,T_k(x,y)=P_k\,\pi_k(y)=p(y,k).$$
Redrawing the level at the new configuration $y$ then gives
$$\sum_k p(y,k)\,p(l\mid y)=\Big(\sum_k p(y,k)\Big)\frac{p(y,l)}{\sum_m p(y,m)}=p(y,l).$$
In the proof `hj` is the factorisation, `hmove` is the first display, and the `calc` block carries out the second.

The conclusion is stationarity: pairs already distributed by the joint law remain so after a sweep. Convergence from every starting law is a separate question: the sweeps must connect all the states and must not cycle through them periodically.

```lean
/-- If each kernel `T k` preserves the Boltzmann law at `βₖ`, then a sweep that moves the
configuration by `T k` at the current level `k` and then redraws the level preserves the
joint law. -/
theorem sweep_invariant (β g : K → ℝ) (U : X → ℝ) (T : K → X → X → ℝ)
    (hT : ∀ k y, ∑ x, boltzmann (β k) U x * T k x y = boltzmann (β k) U y) (y : X) (l : K) :
    ∑ k, ∑ x, joint β g U x k * (T k x y * levelConditional β g U y l) =
      joint β g U y l := by
  have : Nonempty X := ⟨y⟩
  have : Nonempty K := ⟨l⟩
  have hj : ∀ x k, joint β g U x k = boltzmann (β k) U x * levelMarginal β g U k := by
    intro x k
    have hp : 0 < levelMarginal β g U k := by
      rw [levelMarginal_eq]
      exact div_pos (mul_pos (Real.exp_pos _) (partitionFn_pos _ _)) (totalWeight_pos β g U)
    exact (div_eq_iff hp.ne').1 (configuration_given_level β g U x k)
  -- the configuration move alone preserves the joint law
  have hmove : ∀ k, ∑ x, joint β g U x k * T k x y = joint β g U y k := by
    intro k
    rw [hj y k, ← hT k y, Finset.sum_mul]
    refine Finset.sum_congr rfl fun x _ => ?_
    rw [hj x k]
    ring
  have hS : ∑ k, joint β g U y k ≠ 0 := (Finset.sum_pos
    (fun k _ => div_pos (Real.exp_pos _) (totalWeight_pos β g U)) univ_nonempty).ne'
  calc ∑ k, ∑ x, joint β g U x k * (T k x y * levelConditional β g U y l)
      = ∑ k, joint β g U y k * levelConditional β g U y l := by
        refine Finset.sum_congr rfl fun k _ => ?_
        rw [← hmove k, Finset.sum_mul]
        exact Finset.sum_congr rfl fun x _ => (mul_assoc _ _ _).symm
    _ = joint β g U y l := by
        rw [← Finset.sum_mul, levelConditional, ← mul_div_assoc, mul_div_cancel_left₀ _ hS]
```

One sampler that meets the condition draws $y$ afresh from the Boltzmann law, so that $T_k(x,y)=\pi_k(y)$ regardless of $x$. Then
$$\sum_x\pi_k(x)\,\pi_k(y)=\pi_k(y),$$
because $\pi_k$ sums to one.

```lean
/-- Drawing the new configuration `y` independently from the Boltzmann law preserves that
law. -/
theorem sweep_invariant_witness (b : ℝ) (U : X → ℝ) (y : X) :
    ∑ x, boltzmann b U x * boltzmann b U y = boltzmann b U y := by
  have : Nonempty X := ⟨y⟩
  have h1 : ∑ x, boltzmann b U x = 1 := by
    unfold boltzmann
    rw [← Finset.sum_div]
    exact div_self (partitionFn_pos b U).ne'
  rw [← Finset.sum_mul, h1, one_mul]
```

## A symmetric move that ignores the energy

Suppose that the stationarity condition on $T_k$ is dropped, and only a symmetric kernel with rows summing to one is asked for. Take one level with $\beta=1$ and $g=0$, and two configurations $x_1$ and $x_2$ with $U(x_1)=0$ and $U(x_2)=\ln 2$. Then $Z=3/2$, and the joint law gives $x_1$ and $x_2$ the probabilities $2/3$ and $1/3$. Let every entry of $T$ be $1/2$, as when the new configuration is picked at random and always accepted. After one sweep both probabilities are $1/2$, so the joint law is not preserved. Symmetry and normalisation of the kernel are therefore not enough.

## Equal populations require constant $g_k+\ln Z_k$

Taking the logarithm of $P_k=e^{g_k}Z_k/W$ gives
$$\ln P_k=g_k+\ln Z_k-\ln W .$$
The unknown $\ln W$ is common to all levels and drops out of differences:
$$\ln P_k-\ln P_l=(g_k+\ln Z_k)-(g_l+\ln Z_l).$$
For a finite configuration space at equilibrium, this is how level populations yield differences of the dimensionless free energy $-\ln Z_k$: with the weights known, the ratio $P_k/P_l$ determines $\ln Z_k-\ln Z_l$. In the proof `h` is the logarithm of a single population, and subtracting two copies of it finishes the calculation.

```lean
/-- On a nonempty configuration space, the difference of the log populations of two levels is
the difference of their values of `g + ln Z`. -/
theorem log_population_difference [Nonempty X] (β g : K → ℝ) (U : X → ℝ) (k l : K) :
    Real.log (levelMarginal β g U k) - Real.log (levelMarginal β g U l) =
      (g k + Real.log (partitionFn (β k) U)) - (g l + Real.log (partitionFn (β l) U)) := by
  have : Nonempty K := ⟨k⟩
  have h : ∀ j, Real.log (levelMarginal β g U j) =
      g j + Real.log (partitionFn (β j) U) - Real.log (totalWeight β g U) := by
    intro j
    have hZ := (partitionFn_pos (β j) U).ne'
    rw [levelMarginal_eq, Real.log_div (mul_ne_zero (Real.exp_ne_zero _) hZ)
      (totalWeight_pos β g U).ne', Real.log_mul (Real.exp_ne_zero _) hZ, Real.log_exp]
  rw [h k, h l]
  ring
```

If all populations equal $1/|K|$, where $|K|$ is the number of levels, the left side of the last display is zero, so $g_k+\ln Z_k$ is the same for all levels.

Conversely, if $g_k+\ln Z_k$ is constant, all the $\ln P_k$ agree. The populations are positive, so they agree too. They also sum to one:
$$1=\sum_l P_l=|K|\,P_k,\qquad\text{hence}\qquad P_k=\frac1{|K|}.$$

The theorem states this equivalence for any nonempty finite configuration space. In terms of the configurational free energy $F_k=-\beta_k^{-1}\ln Z_k$, for $\beta_k\neq0$, the levelling weights are $g_k=\beta_kF_k+\text{const}$, with one constant for all levels. In the second half of the proof, `heq` is the equality of populations, `hsum` their normalisation, and the closing lines solve for $P_k$.

```lean
/-- On a nonempty configuration space, all levels are equally populated exactly when
`gₖ + ln Z(βₖ)` does not depend on `k`. -/
theorem uniform_levels_iff [Nonempty X] (β g : K → ℝ) (U : X → ℝ) :
    (∀ k, levelMarginal β g U k = 1 / (Fintype.card K : ℝ)) ↔
      ∀ k l, g k + Real.log (partitionFn (β k) U) = g l + Real.log (partitionFn (β l) U) := by
  constructor
  · intro h k l
    have hd := log_population_difference β g U k l
    rw [h k, h l] at hd
    linarith
  · intro h k
    have : Nonempty K := ⟨k⟩
    have hp : ∀ j, 0 < levelMarginal β g U j := by
      intro j
      rw [levelMarginal_eq]
      exact div_pos (mul_pos (Real.exp_pos _) (partitionFn_pos _ _)) (totalWeight_pos β g U)
    -- equal logarithms of positive populations give equal populations
    have heq : ∀ l, levelMarginal β g U l = levelMarginal β g U k := by
      intro l
      have hlog : Real.log (levelMarginal β g U l) = Real.log (levelMarginal β g U k) := by
        linarith [log_population_difference β g U l k, h l k]
      rw [← Real.exp_log (hp l), hlog, Real.exp_log (hp k)]
    -- the populations sum to one
    have hsum : ∑ l, levelMarginal β g U l = 1 := by
      unfold levelMarginal joint
      rw [Finset.sum_comm]
      simp only [← Finset.sum_div]
      exact div_self (totalWeight_pos β g U).ne'
    have hcard : (Fintype.card K : ℝ) ≠ 0 := Nat.cast_ne_zero.2 Fintype.card_ne_zero
    rw [Finset.sum_congr rfl fun l _ => heq l, Finset.sum_const, Finset.card_univ,
      nsmul_eq_mul] at hsum
    rw [eq_div_iff hcard, mul_comm]
    exact hsum

end

end SimulatedTempering
```

```lean
#print axioms SimulatedTempering.level_given_configuration
-- 'SimulatedTempering.level_given_configuration' depends on axioms: [propext, Classical.choice, Quot.sound]
#print axioms SimulatedTempering.resample_reversible
-- 'SimulatedTempering.resample_reversible' depends on axioms: [propext, Classical.choice, Quot.sound]
#print axioms SimulatedTempering.sweep_invariant
-- 'SimulatedTempering.sweep_invariant' depends on axioms: [propext, Classical.choice, Quot.sound]
#print axioms SimulatedTempering.uniform_levels_iff
-- 'SimulatedTempering.uniform_levels_iff' depends on axioms: [propext, Classical.choice, Quot.sound]
```
